# Replacing a positive definite dielectric tensor by its mean eigenvalue never raises the screened Coulomb kernel averaged over an isotropic quadrature rule with positive weights

Take two perpendicular directions in the plane, each with weight 1/2, and a dielectric tensor that is diagonal in them with entries a, b > 0. The average of the inverse and the inverse of the average differ by

(1/2)(1/a + 1/b) − 2/(a + b) = (a − b)² / (2ab(a + b)).

The difference is a square over a positive number, so it vanishes only for a = b. The general case has the same structure.

## The gap as a sum of squares

Let finitely many unit vectors u_i in d ≥ 1 dimensions carry weights w_i > 0 with

Σ w_i u_i u_iᵀ = I/d.

Let ε be a real symmetric positive definite tensor, and write q_i = u_i·εu_i > 0 and m = tr ε/d. The claim is

1/m ≤ Σ w_i/q_i ≤ tr(ε⁻¹)/d,

with equality on the left exactly when all q_i agree.

Multiply the second-moment condition by ε and take the trace. Since tr(ε u_i u_iᵀ) = q_i, this gives

Σ w_i q_i = m.

The choice ε = I gives Σ w_i = 1. Next, expand the square:

(q_i − m)²/(q_i m²) = 1/q_i − 2/m + q_i/m².

Summing with the weights turns the last two terms into −2/m + 1/m, so

Σ w_i/q_i − 1/m = Σ w_i (q_i − m)²/(q_i m²) ≥ 0.

If the gap is zero, every term is zero and every q_i equals m. Conversely, if the q_i agree, their common value is their mean m, and the gap is zero.

For the upper bound, put v = ε⁻¹u_i − u_i/q_i. Positivity of ε gives

0 ≤ v·εv = u_i·ε⁻¹u_i − 2/q_i + 1/q_i = u_i·ε⁻¹u_i − 1/q_i.

Averaging, with the trace identity applied to ε⁻¹, gives the bound.

In three dimensions the kernel at wave vector k u_i, k > 0, is 4π/(k² q_i). Multiplying the lower bound by 4π/k² carries it over to the shell of radius k.

**A numerical instance.** Take the Cartesian axes with weights 1/3 and ε = diag(2, 2, 8). Then m = 4 and 1/m = 0.25, while the averaged inverse is (1/2 + 1/2 + 1/8)/3 = 0.375. Each squared-deviation quotient (q_i − m)²/(q_i m²) is 1/8, which reproduces the gap 0.125.

## The rule, the tensor and the kernel in Lean

The type `ι` labels directions and `n` labels Cartesian components, so d is `Fintype.card n`.

```lean
import Mathlib

open Matrix

namespace ScreenedCoulombSingularity

noncomputable section

variable {ι n : Type*} [Fintype ι] [Fintype n] [DecidableEq n]
```

`IsotropicRule` holds the three conditions on the directions; `vecMulVec (u i) (u i)` is u_i u_iᵀ.

```lean
/-- A directional quadrature rule: positive weights and unit vectors whose weighted second
moment is the identity divided by the dimension. -/
structure IsotropicRule (w : ι → ℝ) (u : ι → n → ℝ) : Prop where
  pos : ∀ i, 0 < w i
  unit : ∀ i, u i ⬝ᵥ u i = 1
  second_moment : ∑ i, w i • vecMulVec (u i) (u i) =
    (1 / (Fintype.card n : ℝ)) • (1 : Matrix n n ℝ)
```

`longitudinal ε (u i)` is q_i.

```lean
/-- The quadratic form `q · ε q` of the dielectric tensor; for a unit vector `q` it is the
dielectric constant along `q`. -/
def longitudinal (ε : Matrix n n ℝ) (q : n → ℝ) : ℝ := q ⬝ᵥ ε *ᵥ q
```

The kernel is in atomic units, with a constant tensor standing for the static, long-wavelength response.

```lean
/-- The expression `4π / (q · ε q)`, for `q · ε q ≠ 0`; in three dimensions it is the screened
Coulomb kernel at small wave vector. -/
def screenedCoulomb (ε : Matrix n n ℝ) (q : n → ℝ) : ℝ :=
  4 * Real.pi / longitudinal ε q
```

`ε.PosDef` includes symmetry for real matrices. Physically, it says that the field energy is positive for every nonzero field.

```lean
omit [DecidableEq n] in
/-- A positive definite dielectric tensor has a positive dielectric constant along every
unit vector. -/
theorem longitudinal_pos {ε : Matrix n n ℝ} (hε : ε.PosDef) {u : n → ℝ}
    (hu : u ⬝ᵥ u = 1) : 0 < longitudinal ε u := by
  have hne : u ≠ 0 := by
    rintro rfl
    simp at hu
  have h := hε.dotProduct_mulVec_pos hne
  rwa [star_trivial] at h
```

## Averages over the rule

Here `congrArg` applies the map M ↦ tr(εM) to both sides of the second-moment condition.

```lean
/-- An isotropic rule averages the directional dielectric constant to the trace of the tensor
divided by the dimension. -/
theorem mean_longitudinal {w : ι → ℝ} {u : ι → n → ℝ} (hR : IsotropicRule w u)
    (ε : Matrix n n ℝ) :
    ∑ i, w i * longitudinal ε (u i) = ε.trace / Fintype.card n := by
  -- contract the second moment with the tensor
  have h := congrArg (fun M => (ε * M).trace) hR.second_moment
  simp only [Matrix.mul_sum, Matrix.trace_sum, Matrix.mul_smul, Matrix.trace_smul,
    Matrix.mul_vecMulVec, Matrix.trace_vecMulVec, Matrix.mul_one, smul_eq_mul] at h
  have e : ∑ i, w i * longitudinal ε (u i) = ∑ i, w i * ((ε *ᵥ u i) ⬝ᵥ u i) :=
    Finset.sum_congr rfl fun i _ => by rw [longitudinal, dotProduct_comm]
  rw [e, h]
  ring
```

Setting ε = 1 gives the normalisation of the weights.

```lean
/-- In dimension at least one, the weights of an isotropic rule sum to one. -/
theorem sum_weights [Nonempty n] {w : ι → ℝ} {u : ι → n → ℝ} (hR : IsotropicRule w u) :
    ∑ i, w i = 1 := by
  have h := mean_longitudinal hR 1
  simp only [longitudinal, Matrix.one_mulVec, hR.unit, mul_one, Matrix.trace_one] at h
  rw [h, div_self (Nat.cast_ne_zero.mpr Fintype.card_ne_zero)]
```

Once the weights sum to one and m is the weighted mean of the q_i, the gap formula is pure algebra: it needs q_i and m to be nonzero, but not positive. `field_simp` and `ring` verify the expansion term by term.

```lean
/-- For weights summing to one and nonzero values `q i` with nonzero mean `m`, the averaged
inverse exceeds the inverse of the mean by an explicit weighted sum of squared deviations. -/
theorem inverse_average_gap {w q : ι → ℝ} {m : ℝ} (hm : m ≠ 0) (hq : ∀ i, q i ≠ 0)
    (h1 : ∑ i, w i = 1) (h2 : ∑ i, w i * q i = m) :
    ∑ i, w i / q i - 1 / m = ∑ i, w i * (q i - m) ^ 2 / (q i * m ^ 2) := by
  have e : ∀ i, w i * (q i - m) ^ 2 / (q i * m ^ 2) =
      w i / q i - 2 / m * w i + 1 / m ^ 2 * (w i * q i) := by
    intro i
    have := hq i
    field_simp
    ring
  rw [Finset.sum_congr rfl fun i _ => e i, Finset.sum_add_distrib, Finset.sum_sub_distrib,
    ← Finset.mul_sum, ← Finset.mul_sum, h1, h2]
  field_simp
  ring
```

## The lower bound and its equality case

The equality case rests on `Finset.sum_eq_zero_iff_of_nonneg`: a finite sum of nonnegative terms is zero exactly when each term is. Its input `hnn` is the termwise nonnegativity that also yields the inequality through `Finset.sum_nonneg`. Its output `h0` gives one equation per direction, from which positive weights and denominators leave q_i = m.

```lean
/-- For a positive definite dielectric tensor in dimension at least one, the average of the inverse
dielectric constant over the directions of an isotropic rule is at least the inverse of the mean
dielectric constant (the trace divided by the dimension), with equality exactly when the dielectric
constants along all directions of the rule agree. -/
theorem mean_dielectric_underestimates [Nonempty n] {w : ι → ℝ} {u : ι → n → ℝ}
    (hR : IsotropicRule w u) {ε : Matrix n n ℝ} (hε : ε.PosDef) :
    Fintype.card n / ε.trace ≤ ∑ i, w i / longitudinal ε (u i) ∧
    (∑ i, w i / longitudinal ε (u i) = Fintype.card n / ε.trace ↔
      ∀ i j, longitudinal ε (u i) = longitudinal ε (u j)) := by
  have hq : ∀ i, 0 < longitudinal ε (u i) := fun i => longitudinal_pos hε (hR.unit i)
  have hm : 0 < ε.trace / (Fintype.card n : ℝ) :=
    div_pos hε.trace_pos (Nat.cast_pos.mpr Fintype.card_pos)
  have hd := inverse_average_gap hm.ne' (fun i => (hq i).ne') (sum_weights hR)
    (mean_longitudinal hR ε)
  rw [one_div_div] at hd
  have hnn : ∀ i ∈ Finset.univ, 0 ≤ w i * (longitudinal ε (u i) -
      ε.trace / (Fintype.card n : ℝ)) ^ 2 /
      (longitudinal ε (u i) * (ε.trace / (Fintype.card n : ℝ)) ^ 2) := fun i _ =>
    div_nonneg (mul_nonneg (hR.pos i).le (sq_nonneg _)) (mul_nonneg (hq i).le (sq_nonneg _))
  refine ⟨by linarith [Finset.sum_nonneg hnn], fun h => ?_, fun h => ?_⟩
  · -- a vanishing gap forces every squared deviation to vanish
    have h0 := (Finset.sum_eq_zero_iff_of_nonneg hnn).mp (hd.symm.trans (sub_eq_zero.mpr h))
    have key : ∀ i, longitudinal ε (u i) = ε.trace / (Fintype.card n : ℝ) := by
      intro i
      rcases div_eq_zero_iff.mp (h0 i (Finset.mem_univ i)) with h | h
      · rcases mul_eq_zero.mp h with h | h
        · exact absurd h (hR.pos i).ne'
        · exact sub_eq_zero.mp ((pow_eq_zero_iff two_ne_zero).mp h)
      · exact absurd h (mul_pos (hq i) (pow_pos hm 2)).ne'
    intro i j
    rw [key i, key j]
  · -- equal values coincide with their mean
    have key : ∀ i, longitudinal ε (u i) = ε.trace / (Fintype.card n : ℝ) := by
      intro i
      calc longitudinal ε (u i) = ∑ j, w j * longitudinal ε (u i) := by
            rw [← Finset.sum_mul, sum_weights hR, one_mul]
        _ = ∑ j, w j * longitudinal ε (u j) :=
            Finset.sum_congr rfl fun j _ => by rw [h i j]
        _ = _ := mean_longitudinal hR ε
    refine sub_eq_zero.mp (hd.trans (Finset.sum_eq_zero fun i _ => ?_))
    rw [key i, sub_self]
    simp
```

## The upper bound

In the proof, `hv` is ε(ε⁻¹u_i) = u_i, and `hc` evaluates a cross term using the symmetry `ht`. The inequality `h` is v·εv ≥ 0.

```lean
/-- For a positive definite dielectric tensor, the average of the inverse dielectric constant over
the directions of an isotropic rule is at most the trace of the inverse tensor divided by the
dimension. -/
theorem average_le_trace_inv {w : ι → ℝ} {u : ι → n → ℝ}
    (hR : IsotropicRule w u) {ε : Matrix n n ℝ} (hε : ε.PosDef) :
    ∑ i, w i / longitudinal ε (u i) ≤ (ε⁻¹).trace / Fintype.card n := by
  rw [← mean_longitudinal hR ε⁻¹]
  refine Finset.sum_le_sum fun i _ => ?_
  rw [div_eq_mul_inv]
  refine mul_le_mul_of_nonneg_left ?_ (hR.pos i).le
  have hq := longitudinal_pos hε (hR.unit i)
  have hv : ε *ᵥ (ε⁻¹ *ᵥ u i) = u i := by
    rw [Matrix.mulVec_mulVec, Matrix.mul_nonsing_inv ε (isUnit_iff_ne_zero.mpr hε.det_pos.ne'),
      Matrix.one_mulVec]
  have ht : εᵀ = ε := by
    have h := hε.isHermitian.eq
    rwa [Matrix.conjTranspose_eq_transpose_of_trivial] at h
  have hc : (ε⁻¹ *ᵥ u i) ⬝ᵥ (ε *ᵥ u i) = 1 := by
    rw [Matrix.dotProduct_mulVec, ← Matrix.mulVec_transpose, ht, hv, hR.unit]
  -- positivity on the vector `ε⁻¹ u - u / (u · ε u)`
  have h := hε.posSemidef.dotProduct_mulVec_nonneg
    (ε⁻¹ *ᵥ u i - (longitudinal ε (u i))⁻¹ • u i)
  rw [star_trivial, Matrix.mulVec_sub, Matrix.mulVec_smul, hv] at h
  simp only [sub_dotProduct, dotProduct_sub, smul_dotProduct, dotProduct_smul, smul_eq_mul,
    hc, hR.unit] at h
  change 0 ≤ _ at h
  have hl : u i ⬝ᵥ ε *ᵥ u i = longitudinal ε (u i) := rfl
  have hs : (ε⁻¹ *ᵥ u i) ⬝ᵥ u i = longitudinal ε⁻¹ (u i) := dotProduct_comm _ _
  rw [hl, hs, inv_mul_cancel₀ hq.ne'] at h
  linarith
```

## The shell average in three dimensions

For the small-wave-vector term of screened exchange in an anisotropic insulator, modelled by a constant tensor and finitely many directions, the mean constant tr ε/3 gives too small an average whenever the sampled constants differ. The sum is the rule's own average, which need not equal the integral over the sphere.

```lean
/-- In three dimensions, the screened Coulomb kernel at wave vectors of length `k > 0`, averaged
over the directions of an isotropic rule, is at least the kernel of the mean dielectric constant
`tr ε / 3`, for positive definite `ε`; equality holds exactly when the dielectric constants along
all directions of the rule agree. -/
theorem shell_average {w : ι → ℝ} {u : ι → Fin 3 → ℝ} (hR : IsotropicRule w u)
    {ε : Matrix (Fin 3) (Fin 3) ℝ} (hε : ε.PosDef) {k : ℝ} (hk : 0 < k) :
    4 * Real.pi / (k ^ 2 * (ε.trace / 3)) ≤ ∑ i, w i * screenedCoulomb ε (k • u i) ∧
    (∑ i, w i * screenedCoulomb ε (k • u i) = 4 * Real.pi / (k ^ 2 * (ε.trace / 3)) ↔
      ∀ i j, longitudinal ε (u i) = longitudinal ε (u j)) := by
  have hc : 0 < 4 * Real.pi / k ^ 2 := by positivity
  have hs : ∑ i, w i * screenedCoulomb ε (k • u i) =
      4 * Real.pi / k ^ 2 * ∑ i, w i / longitudinal ε (u i) := by
    rw [Finset.mul_sum]
    refine Finset.sum_congr rfl fun i _ => ?_
    have e : longitudinal ε (k • u i) = k ^ 2 * longitudinal ε (u i) := by
      simp only [longitudinal, Matrix.mulVec_smul, smul_dotProduct, dotProduct_smul, smul_eq_mul]
      ring
    rw [screenedCoulomb, e, ← div_div]
    ring
  have hL : 4 * Real.pi / (k ^ 2 * (ε.trace / 3)) = 4 * Real.pi / k ^ 2 * (3 / ε.trace) := by
    rw [← div_div, div_eq_mul_inv _ (ε.trace / 3), inv_div]
  have h := mean_dielectric_underestimates hR hε
  simp only [Fintype.card_fin, Nat.cast_ofNat] at h
  rw [hs, hL]
  exact ⟨mul_le_mul_of_nonneg_left h.1 hc.le, (mul_right_inj' hc.ne').trans h.2⟩
```

The Cartesian axes satisfy the conditions, as an entrywise check shows. They also show how little equality says about ε: a tensor with 3 on the diagonal and 1 elsewhere has eigenvalues 5, 2, 2, yet each axis sees the value 3.

```lean
/-- The three Cartesian axes with equal weights `1/3` form an isotropic rule. -/
theorem isotropicRule_witness :
    IsotropicRule (fun _ : Fin 3 => (1 / 3 : ℝ)) (fun i => Pi.single i (1 : ℝ)) where
  pos _ := by norm_num
  unit i := by simp
  second_moment := by
    ext a b
    fin_cases a <;> fin_cases b <;>
      simp [Matrix.sum_apply, Matrix.vecMulVec_apply, Pi.single_apply]

end

end ScreenedCoulombSingularity
```

```lean
#print axioms ScreenedCoulombSingularity.average_le_trace_inv
-- 'ScreenedCoulombSingularity.average_le_trace_inv' depends on axioms: [propext, Classical.choice, Quot.sound]
#print axioms ScreenedCoulombSingularity.shell_average
-- 'ScreenedCoulombSingularity.shell_average' depends on axioms: [propext, Classical.choice, Quot.sound]
```
